# The simultaneous-perturbation gradient estimate of a quadratic function: exact mean and mean squared error

## Function, signs and estimate

Let $\iota$ be a finite set of $n\geq1$ indices, and let $x$ and $y$ be real vectors with components labelled by $\iota$. They may be the parameters of a trial state or the coordinates of a molecule. The function to be differentiated is

$$f(y) = c + b\cdot y + y\cdot Ay ,$$

with a real number $c$, a real vector $b$ and a real square matrix $A$. There is no factor $\tfrac12$ in front of the quadratic term, and $A$ need not be symmetric. The matrix of second derivatives is therefore $A + A^{T}$, and the gradient at $x$ is

$$g = b + Ax + A^{T}x .$$

A sign vector $\sigma$ has every component equal to $+1$ or $-1$. For a step $h$, the estimate of the $i$-th partial derivative is

$$e_i(\sigma) = \frac{f(x+h\sigma)-f(x-h\sigma)}{2h}\,\sigma_i .$$

All coordinates are displaced at once, and the quotient is the same for every $i$. Two function values thus give an estimate of the whole gradient, whatever $n$ is. Angle brackets $\langle\cdot\rangle$ denote the average over all $2^n$ sign vectors with equal weights.

In Lean a vector is a function `ι → ℝ`, and `Fintype ι` says that there are finitely many components.

```lean
import Mathlib

open Matrix

namespace SimultaneousPerturbation

noncomputable section

variable {ι : Type*} [Fintype ι]
```

The function $f$ is `quad c b A`, where `⬝ᵥ` is the scalar product and `*ᵥ` applies a matrix to a vector.

```lean
/-- The quadratic function `c + b·y + y·Ay` of several real variables. -/
def quad (c : ℝ) (b : ι → ℝ) (A : Matrix ι ι ℝ) (y : ι → ℝ) : ℝ :=
  c + b ⬝ᵥ y + y ⬝ᵥ A *ᵥ y
```

In the gradient, `x ᵥ* A` is the row vector $x$ times $A$, which has the components of $A^{T}x$.

```lean
/-- The vector `b + Ax + Aᵀx`, the gradient of the quadratic function at `x`. -/
def grad (b : ι → ℝ) (A : Matrix ι ι ℝ) (x : ι → ℝ) : ι → ℝ :=
  b + A *ᵥ x + x ᵥ* A
```

A sign vector is stored as a string of bits `σ : ι → Bool`, and `signVec` turns true into $+1$ and false into $-1$.

```lean
/-- The vector of signs `±1` encoded by a string of bits. -/
def signVec (σ : ι → Bool) : ι → ℝ := fun i => if σ i then 1 else -1
```

The estimate is defined for any function `f`, so that it can also be applied to one that is not quadratic.

```lean
/-- The simultaneous-perturbation estimate of the `i`-th partial derivative of `f` at `x`:
a central difference along the sign vector, multiplied by its `i`-th sign. -/
def estimate (f : (ι → ℝ) → ℝ) (x : ι → ℝ) (h : ℝ) (σ : ι → Bool) (i : ι) : ℝ :=
  (f (x + h • signVec σ) - f (x - h • signVec σ)) / (2 * h) * signVec σ i
```

## The function is quadratic

Physically, this hypothesis is the harmonic approximation: over the distance sampled by the step, the energy or cost has no third or higher derivatives. Function values are also taken as exact, with no statistical noise.

By hand, the hypothesis enters through the expansion along a line. For a direction $v$ and a real number $t$,

$$f(x+tv) = c + b\cdot x + x\cdot Ax + t\,(b\cdot v + x\cdot Av + v\cdot Ax) + t^2\, v\cdot Av .$$

Since $x\cdot Av = (A^{T}x)\cdot v$ and $v\cdot Ax = (Ax)\cdot v$, the bracket is $g\cdot v$, and

$$f(x+tv) = f(x) + t\,(g\cdot v) + t^2\, v\cdot Av .$$

This is exact for every $t$. The lemma `quad_line` states it. Its auxiliary facts `h1` and `h2` are the two rearrangements of scalar products, and `ring` collects the powers of $t$.

```lean
/-- Along a straight line the quadratic function is a second-order polynomial in the step,
whose linear coefficient is the gradient contracted with the direction. -/
theorem quad_line (c : ℝ) (b : ι → ℝ) (A : Matrix ι ι ℝ) (x v : ι → ℝ) (t : ℝ) :
    quad c b A (x + t • v)
      = quad c b A x + t * (grad b A x ⬝ᵥ v) + t ^ 2 * (v ⬝ᵥ A *ᵥ v) := by
  have h1 : (A *ᵥ x) ⬝ᵥ v = v ⬝ᵥ A *ᵥ x := dotProduct_comm _ _
  have h2 : (x ᵥ* A) ⬝ᵥ v = x ⬝ᵥ A *ᵥ v := (Matrix.dotProduct_mulVec x A v).symm
  simp only [quad, grad, Matrix.mulVec_add, Matrix.mulVec_smul, dotProduct_add,
    add_dotProduct, dotProduct_smul, smul_dotProduct, smul_eq_mul, h1, h2]
  ring
```

Differentiating at $t=0$ gives $g\cdot v$. The next theorem records this for every direction $v$, which justifies calling `grad` the gradient; a unit vector for $v$ gives a partial derivative. The proof replaces the function by its expansion and differentiates term by term.

```lean
/-- The derivative of the quadratic function at `x` in any direction `v` is the
scalar product of `grad` with `v`. -/
theorem hasDerivAt_quad (c : ℝ) (b : ι → ℝ) (A : Matrix ι ι ℝ) (x v : ι → ℝ) :
    HasDerivAt (fun t : ℝ => quad c b A (x + t • v)) (grad b A x ⬝ᵥ v) 0 := by
  simp only [quad_line]
  have h := (((hasDerivAt_id' (0 : ℝ)).mul_const (grad b A x ⬝ᵥ v)).const_add
    (quad c b A x)).fun_add
      (((hasDerivAt_id' (0 : ℝ)).fun_pow 2).mul_const (v ⬝ᵥ A *ᵥ v))
  exact h.congr_deriv (by simp)
```

Without the hypothesis, the even orders of a Taylor expansion still cancel in the central difference, but the odd orders from the third upwards remain. The cubic example at the end shows the resulting bias.

## The step is not zero

The condition $h\neq0$ says that the two points at which $f$ is evaluated are distinct. The step need not be small, and it may be negative.

By hand, put $v=\sigma$ in the expansion, with $t=h$ and $t=-h$, and subtract. The constant and quadratic terms cancel:

$$f(x+h\sigma)-f(x-h\sigma) = 2h\,(g\cdot\sigma).$$

Division by $2h$ is where $h\ne0$ is needed, and it gives

$$e_i(\sigma) = (g\cdot\sigma)\,\sigma_i .$$

The step has disappeared from the result. In the proof, `hneg` writes the backward displacement as a forward one with step $-h$, so that `quad_line` applies to both points. The hypothesis `hh` is used by `div_eq_iff` to clear the denominator.

```lean
/-- For a quadratic function and a nonzero step, the estimate is the gradient contracted with
the sign vector, times the `i`-th sign. -/
theorem estimate_quad (c : ℝ) (b : ι → ℝ) (A : Matrix ι ι ℝ) (x : ι → ℝ) {h : ℝ}
    (hh : h ≠ 0) (σ : ι → Bool) (i : ι) :
    estimate (quad c b A) x h σ i = (grad b A x ⬝ᵥ signVec σ) * signVec σ i := by
  have hneg : x - h • signVec σ = x + (-h) • signVec σ := by
    rw [neg_smul, sub_eq_add_neg]
  -- the even terms cancel in the central difference
  have key : (quad c b A (x + h • signVec σ) - quad c b A (x - h • signVec σ)) / (2 * h)
      = grad b A x ⬝ᵥ signVec σ := by
    rw [hneg, quad_line, quad_line, div_eq_iff (mul_ne_zero two_ne_zero hh)]
    ring
  rw [estimate, key]
```

For $h=0$ the quotient is $0/0$ and carries no information. Lean assigns it the value 0, so the claim about the mean would then fail whenever $g_i\neq0$.

## All sign vectors have equal weight

This hypothesis models fair, independent coin tosses, one for each coordinate. It is built into the definition of the average and does not appear as a separate assumption in the theorems. The result concerns the complete average, not the outcome of a finite sample of draws.

Two properties of the signs are needed. The first, $\sigma_i^2=1$, holds for each sign vector separately.

```lean
omit [Fintype ι] in
private lemma sign_sq (σ : ι → Bool) (i : ι) : signVec σ i * signVec σ i = 1 := by
  simp only [signVec]
  cases σ i <;> simp
```

The average is the sum over all bit strings divided by $2^n$.

```lean
variable [DecidableEq ι]

/-- The uniform average over all `2^n` sign vectors. -/
def avg (F : (ι → Bool) → ℝ) : ℝ := (∑ σ, F σ) / 2 ^ Fintype.card ι
```

Three short lemmas supply the usual rules: the average of a constant is that constant, averaging commutes with finite sums, and constant factors can be taken outside. The first of them rests on the count of $2^n$ bit strings.

```lean
private lemma avg_const (c : ℝ) : avg (fun _ : ι → Bool => c) = c := by
  have hcard : (Fintype.card (ι → Bool) : ℝ) = 2 ^ Fintype.card ι := by simp
  rw [avg, Finset.sum_const, Finset.card_univ, nsmul_eq_mul, hcard]
  field_simp

private lemma avg_sum (s : Finset ι) (F : ι → (ι → Bool) → ℝ) :
    avg (fun σ => ∑ j ∈ s, F j σ) = ∑ j ∈ s, avg (fun σ => F j σ) := by
  simp only [avg]
  rw [Finset.sum_comm, Finset.sum_div]

private lemma avg_mul (c : ℝ) (F : (ι → Bool) → ℝ) :
    avg (fun σ => c * F σ) = c * avg (fun σ => F σ) := by
  simp only [avg, ← Finset.mul_sum, mul_div_assoc]
```

The second property concerns the average product of two signs:

$$\langle\sigma_i\sigma_j\rangle = \delta_{ij}.$$

For $i=j$ the product is always 1. For $i\neq j$, reverse the $i$-th sign in every sign vector. This only reorders the list of sign vectors, so the sum $S=\sum_\sigma\sigma_i\sigma_j$ is unchanged. Each summand, however, changes sign, so $S=-S$ and $S=0$.

The proof turns on the Lean form of this reordering. The flip is `Function.update σ i (!σ i)`, which negates the bit at `i` and leaves the others alone. The lemma used here to reindex the sum takes a bijection together with its inverse. The flip is its own inverse, which is what `Function.Involutive` says, and `simp` proves it. `Function.Involutive.toPerm` then turns the map into a permutation of the bit strings, and `Equiv.sum_comp` states that summing over permuted arguments leaves the total unchanged. The fact `hflip` supplies the change of sign, by checking the possible values of the two bits, and `linarith` concludes from $-S=S$ that $S=0$.

```lean
/-- The product of two different signs averages to zero, and the square of a sign averages to one.
-/
theorem avg_sign_mul (i j : ι) :
    avg (fun σ => signVec σ i * signVec σ j) = if i = j then 1 else 0 := by
  split_ifs with hij
  · subst hij
    simp only [sign_sq, avg_const]
  · have hji : j ≠ i := fun e => hij e.symm
    -- flipping the `i`-th sign permutes the sign vectors and reverses the summand
    have hinv : Function.Involutive
        (fun σ : ι → Bool => Function.update σ i (!σ i)) := by
      intro σ
      simp
    have hs : ∑ σ : ι → Bool, signVec (Function.update σ i (!σ i)) i
        * signVec (Function.update σ i (!σ i)) j
        = ∑ σ : ι → Bool, signVec σ i * signVec σ j :=
      Equiv.sum_comp (Function.Involutive.toPerm _ hinv)
        (fun σ : ι → Bool => signVec σ i * signVec σ j)
    have hflip : ∀ σ : ι → Bool, signVec (Function.update σ i (!σ i)) i
        * signVec (Function.update σ i (!σ i)) j = -(signVec σ i * signVec σ j) := by
      intro σ
      simp only [signVec, Function.update_self, Function.update_of_ne hji]
      cases σ i <;> cases σ j <;> simp
    simp only [hflip, Finset.sum_neg_distrib] at hs
    have h0 : ∑ σ : ι → Bool, signVec σ i * signVec σ j = 0 := by linarith
    rw [avg, h0, zero_div]
```

For any set $s$ of indices and real coefficients $a_j$, it follows that

$$\Big\langle\Big(\sum_{j\in s}a_j\sigma_j\Big)^2\Big\rangle = \sum_{j\in s}\sum_{k\in s}a_ja_k\langle\sigma_j\sigma_k\rangle = \sum_{j\in s}a_j^2 .$$

The proof takes the same route: `hsq` expands the square into a double sum, and the averaging rules with `avg_sign_mul` reduce it to its diagonal.

```lean
/-- The mean square of a linear combination of signs is the sum of its squared coefficients. -/
theorem avg_linear_sq (s : Finset ι) (a : ι → ℝ) :
    avg (fun σ => (∑ j ∈ s, a j * signVec σ j) ^ 2) = ∑ j ∈ s, a j ^ 2 := by
  have hsq : ∀ σ : ι → Bool, (∑ j ∈ s, a j * signVec σ j) ^ 2
      = ∑ j ∈ s, ∑ k ∈ s, (a j * a k) * (signVec σ j * signVec σ k) := by
    intro σ
    rw [sq, Finset.sum_mul_sum]
    exact Finset.sum_congr rfl fun j _ => Finset.sum_congr rfl fun k _ => by ring
  simp only [hsq, avg_sum, avg_mul, avg_sign_mul]
  refine Finset.sum_congr rfl fun j hj => ?_
  simp [hj, sq]
```

With another distribution of signs, the mean of the estimate would be $\sum_j g_j\langle\sigma_j\sigma_i\rangle$, with the brackets now denoting the mean over that distribution, and any nonzero $\langle\sigma_j\sigma_i\rangle$ with $j\neq i$ would mix $g_j$ into it. In the extreme case where all signs are always $+1$, the estimate of every component is $\sum_j g_j$.

## The mean and the mean squared error

With the three hypotheses in place, the mean is

$$\langle e_i\rangle = \sum_j g_j\langle\sigma_j\sigma_i\rangle = g_i .$$

For the error, separate the term $j=i$ from $g\cdot\sigma$ and use $\sigma_i^2=1$:

$$e_i(\sigma)-g_i = \Big(g_i\sigma_i+\sum_{j\neq i}g_j\sigma_j\Big)\sigma_i-g_i = \sigma_i\sum_{j\neq i}g_j\sigma_j .$$

Squaring removes the factor $\sigma_i$, and the formula for the mean square gives

$$\big\langle(e_i-g_i)^2\big\rangle=\sum_{j\neq i}g_j^2 .$$

The component being estimated does not contribute to its own error. For $n=1$ the sum is empty, and the estimate is exact for either sign.

The theorem `estimate_mean_and_error` states both equalities for arbitrary `c`, `b`, `A` and `x`, any nonzero `h` and any index `i`. The set `Finset.univ.erase i` contains all indices except `i`. In the second half of the proof, `hsplit` separates the term $j=i$, `hlin` is the displayed formula for the error, and `herr` is its square.

```lean
/-- For a quadratic function and any nonzero step, the simultaneous-perturbation estimate
averages to the `i`-th gradient component, and its mean squared error is the sum of the squares
of all other gradient components. -/
theorem estimate_mean_and_error (c : ℝ) (b : ι → ℝ) (A : Matrix ι ι ℝ) (x : ι → ℝ) {h : ℝ}
    (hh : h ≠ 0) (i : ι) :
    avg (fun σ => estimate (quad c b A) x h σ i) = grad b A x i ∧
    avg (fun σ => (estimate (quad c b A) x h σ i - grad b A x i) ^ 2)
      = ∑ j ∈ Finset.univ.erase i, grad b A x j ^ 2 := by
  constructor
  · simp only [estimate_quad c b A x hh, dotProduct, Finset.sum_mul, mul_assoc, avg_sum,
      avg_mul, avg_sign_mul]
    simp
  · -- the error is the contribution of the other components, up to a sign
    have herr : ∀ σ : ι → Bool, (estimate (quad c b A) x h σ i - grad b A x i) ^ 2
        = (∑ j ∈ Finset.univ.erase i, grad b A x j * signVec σ j) ^ 2 := by
      intro σ
      have hs := sign_sq σ i
      have hsplit : grad b A x ⬝ᵥ signVec σ = grad b A x i * signVec σ i
          + ∑ j ∈ Finset.univ.erase i, grad b A x j * signVec σ j :=
        (Finset.add_sum_erase Finset.univ (fun j => grad b A x j * signVec σ j)
          (Finset.mem_univ i)).symm
      have hlin : estimate (quad c b A) x h σ i - grad b A x i
          = (∑ j ∈ Finset.univ.erase i, grad b A x j * signVec σ j) * signVec σ i := by
        rw [estimate_quad c b A x hh, hsplit]
        linear_combination grad b A x i * hs
      rw [hlin, mul_pow, sq (signVec σ i), hs, mul_one]
    simp only [herr, avg_linear_sq]
```

Summing over $i$ counts each $g_j^2$ once for every $i\neq j$, that is, $n-1$ times:

$$\sum_i\big\langle(e_i-g_i)^2\big\rangle=(n-1)\sum_j g_j^2 .$$

In Lean, `hi` writes each error as the full sum minus $g_i^2$, and the sum over `i` follows.

```lean
/-- For a quadratic function of `n` variables and any nonzero step, the mean squared error of the
estimated gradient, summed over all components, is `n - 1` times the squared length of the gradient.
-/
theorem total_error (c : ℝ) (b : ι → ℝ) (A : Matrix ι ι ℝ) (x : ι → ℝ) {h : ℝ}
    (hh : h ≠ 0) :
    ∑ i, avg (fun σ => (estimate (quad c b A) x h σ i - grad b A x i) ^ 2)
      = ((Fintype.card ι : ℝ) - 1) * ∑ j, grad b A x j ^ 2 := by
  have hi : ∀ i, avg (fun σ => (estimate (quad c b A) x h σ i - grad b A x i) ^ 2)
      = ∑ j, grad b A x j ^ 2 - grad b A x i ^ 2 := by
    intro i
    rw [(estimate_mean_and_error c b A x hh i).2, eq_sub_iff_add_eq]
    exact Finset.sum_erase_add _ _ (Finset.mem_univ i)
  simp only [hi]
  rw [Finset.sum_sub_distrib, Finset.sum_const, Finset.card_univ, nsmul_eq_mul]
  ring
```

For the optimisation of a variational energy that is quadratic in finitely many parameters and evaluated without noise, this gives the price of using only two energies per gradient: the root-mean-square error of the estimated gradient is $\sqrt{n-1}$ times the gradient's length. Making $h$ smaller does not reduce it. The error does vanish where the gradient vanishes, so at a stationary point every single estimate is exactly zero.

## A cubic function shifts the mean by $h^2$

Take $f(y)=y_i^3$, whose $i$-th partial derivative at $x$ is $3x_i^2$. Since

$$\frac{(x_i+h\sigma_i)^3-(x_i-h\sigma_i)^3}{2h} = 3x_i^2\sigma_i+h^2\sigma_i^3 ,$$

multiplication by $\sigma_i$ gives $3x_i^2+h^2$ for every sign vector, and hence also on average. The excess $h^2$ is a systematic error, which averaging over signs does not reduce but a smaller step does. It is the anharmonic contribution that the quadratic hypothesis excludes.

In the proof, `key` is the displayed quotient, with $h\neq0$ used once more to clear the denominator. The step `linear_combination` then replaces the even powers of $\sigma_i$ by 1, and `avg_const` averages the constant that remains.

```lean
/-- For the cubic function `y_i³` and any nonzero step `h`, the averaged estimate of the `i`-th
partial derivative is `3x_i² + h²`. -/
theorem cubic_bias (x : ι → ℝ) {h : ℝ} (hh : h ≠ 0) (i : ι) :
    avg (fun σ => estimate (fun y => y i ^ 3) x h σ i) = 3 * x i ^ 2 + h ^ 2 := by
  have hσ : ∀ σ : ι → Bool,
      estimate (fun y => y i ^ 3) x h σ i = 3 * x i ^ 2 + h ^ 2 := by
    intro σ
    have hs := sign_sq σ i
    have key : ((x i + h * signVec σ i) ^ 3 - (x i - h * signVec σ i) ^ 3) / (2 * h)
        = 3 * x i ^ 2 * signVec σ i + h ^ 2 * signVec σ i ^ 3 := by
      rw [div_eq_iff (mul_ne_zero two_ne_zero hh)]
      ring
    simp only [estimate, Pi.add_apply, Pi.sub_apply, Pi.smul_apply, smul_eq_mul]
    rw [key]
    linear_combination (3 * x i ^ 2 + h ^ 2 * (signVec σ i ^ 2 + 1)) * hs
  simp only [hσ, avg_const]

end

end SimultaneousPerturbation
```

```lean
#print axioms SimultaneousPerturbation.hasDerivAt_quad
#print axioms SimultaneousPerturbation.estimate_mean_and_error
#print axioms SimultaneousPerturbation.total_error
#print axioms SimultaneousPerturbation.cubic_bias
```

```
'SimultaneousPerturbation.hasDerivAt_quad' depends on axioms: [propext, Classical.choice, Quot.sound]
'SimultaneousPerturbation.estimate_mean_and_error' depends on axioms: [propext, Classical.choice, Quot.sound]
'SimultaneousPerturbation.total_error' depends on axioms: [propext, Classical.choice, Quot.sound]
'SimultaneousPerturbation.cubic_bias' depends on axioms: [propext, Classical.choice, Quot.sound]
```
